# For levels with a Hermitian Hamiltonian coupled to channels, det S is a ratio of complex-conjugate determinants

For a Hermitian $H$, a coupling matrix $W$ and a real energy $E$, I have read that

$$\det(1-iW^\dagger GW)=\frac{\det(E-H-\tfrac i2WW^\dagger)}{\det(E-H+\tfrac i2WW^\dagger)},\qquad G=(E-H+\tfrac i2WW^\dagger)^{-1}.$$

With fifty levels and two leads of one channel each, the left side is a $2\times2$ determinant and the right side contains two $50\times50$ ones. How can they agree, and where does the phase of $\det S$, with $S=1-iW^\dagger GW$, come from?

## From channel space to level space

They agree whenever the inverse $G$ exists, because a determinant of the form $\det(1-XY)$ can be moved between the two spaces. Write $D=E-H+\tfrac i2WW^\dagger$, $A=E-H-\tfrac i2WW^\dagger$ and $S=1-iW^\dagger GW$.

For rectangular $X$, $Y$ of matching shapes, eliminating either diagonal block of $\begin{pmatrix}1&X\\Y&1\end{pmatrix}$ gives Sylvester's identity $\det(1-XY)=\det(1-YX)$. With $X=W^\dagger$ and $Y=iGW$,

$$\det S=\det(1-iGWW^\dagger).$$

Since $DG=1$,

$$D(1-iGWW^\dagger)=D-iWW^\dagger=A,$$

so $\det D\,\det S=\det A$, which is the ratio. Hermiticity has not been used yet. It enters through $D^\dagger=E-H-\tfrac i2WW^\dagger=A$, which gives $\det A=\overline{\det D}$.

Writing $\det D=re^{i\theta}$ with $r>0$, we get $\det S=re^{-i\theta}/(re^{i\theta})=e^{-2i\theta}$. The phase of $\det S$ is minus twice the argument of $\det D$.

The resonances appear through $H_{\rm eff}=H-\tfrac i2WW^\dagger$. Because $D=E-H_{\rm eff}$, its determinant is the characteristic polynomial of $H_{\rm eff}$ at $E$, namely $\prod_z(E-z)$ over the eigenvalues $z$ with algebraic multiplicity. Conjugating the product and dividing gives

$$\det S=\prod_z\frac{E-\bar z}{E-z}.$$

## One level and two channels in numbers

Take a level at energy $0$, amplitudes $W=(1,1)$ and $E=1$. The total width is $\Gamma=1+1=2$, so $D=1+i$ and $G=(1-i)/2$. Then

$$S=\frac12\begin{pmatrix}1-i&-1-i\\-1-i&1-i\end{pmatrix},\qquad \det S=\frac{(1-i)^2-(1+i)^2}{4}=-i.$$

The ratio gives the same value, $(1-i)/(1+i)=-i$, and so does the phase formula, with $\theta=\pi/4$.

## What the Lean statements say

The finite types `n` and `m` label levels and channels. `retarded` is $D$, `advanced` is $A$, and each has its own formula, so their conjugacy is a theorem. `Wᴴ` is $W^\dagger$, `hH` says that $H$ is Hermitian, and the type of `E` makes the energy real.

The hypothesis `h` says $\det D\neq0$. For Hermitian $H$, this excludes exactly the energies of bound states decoupled from every channel: $Dv=0$ forces $W^\dagger v=0$, by the imaginary part of $v^\dagger Dv$, and hence $Hv=Ev$.

`det_scattering` states the ratio and the conjugacy together. The eigenvalues in `det_scattering_eq_prod` are the roots of `charpoly`, kept as a multiset. `det_scattering_one_level` is the Breit–Wigner case, with $\Gamma=\sum_c|w_c|^2$; factors of $2\pi$ and densities of states are absorbed into $W$.

The Fisher–Lee-type formula for $S$ is taken as a definition, not derived from scattering states. The model has finitely many levels, no interactions, and a coupling that carries no energy dependence or level shift. Within it, the identity gives the phase of $\det S$ from $\det D$ and offers a consistency test for a code that builds $S$ from $G$ and $W$.

```lean
import Mathlib

open Matrix ComplexConjugate

namespace ScatteringDeterminant

noncomputable section

variable {n m : Type*} [Fintype n] [DecidableEq n] [Fintype m] [DecidableEq m]

/-- The retarded matrix `E - H + i W Wᴴ / 2`, whose inverse is the Green function of the
levels coupled to the channels. -/
def retarded (H : Matrix n n ℂ) (W : Matrix n m ℂ) (E : ℝ) : Matrix n n ℂ :=
  (E : ℂ) • (1 : Matrix n n ℂ) - H + (Complex.I / 2) • (W * Wᴴ)

/-- The advanced matrix `E - H - i W Wᴴ / 2`. -/
def advanced (H : Matrix n n ℂ) (W : Matrix n m ℂ) (E : ℝ) : Matrix n n ℂ :=
  (E : ℂ) • (1 : Matrix n n ℂ) - H - (Complex.I / 2) • (W * Wᴴ)

/-- The effective Hamiltonian `H - i W Wᴴ / 2` of the open system. -/
def effectiveHamiltonian (H : Matrix n n ℂ) (W : Matrix n m ℂ) : Matrix n n ℂ :=
  H - (Complex.I / 2) • (W * Wᴴ)

/-- The scattering matrix `S = 1 - i Wᴴ G W`, where `G` is the inverse of the retarded matrix. If
the retarded matrix is singular, Lean's inverse is zero and this definition returns `1`, which has
no physical meaning. -/
def scatteringMatrix (H : Matrix n n ℂ) (W : Matrix n m ℂ) (E : ℝ) : Matrix m m ℂ :=
  1 - Complex.I • (Wᴴ * (retarded H W E)⁻¹ * W)

omit [Fintype n] [DecidableEq m] in
/-- For a Hermitian Hamiltonian and real energy, the advanced matrix is the adjoint of the
retarded one. -/
theorem advanced_eq_conjTranspose {H : Matrix n n ℂ} (hH : H.IsHermitian)
    (W : Matrix n m ℂ) (E : ℝ) : advanced H W E = (retarded H W E)ᴴ := by
  have hI : star (Complex.I / 2) = -(Complex.I / 2) := by
    have h2 : conj (2 : ℂ) = 2 :=
      Complex.ext (by rw [Complex.conj_re]) (by rw [Complex.conj_im]; simp)
    rw [Complex.star_def, map_div₀, Complex.conj_I, h2, neg_div]
  have hE : star (E : ℂ) = E := Complex.conj_ofReal E
  unfold advanced retarded
  rw [conjTranspose_add, conjTranspose_sub, conjTranspose_smul, conjTranspose_smul,
    conjTranspose_one, hH.eq, conjTranspose_mul, conjTranspose_conjTranspose, hI, hE,
    neg_smul, ← sub_eq_add_neg]

omit [DecidableEq m] in
/-- For a Hermitian Hamiltonian and real energy, the advanced and retarded determinants are
complex conjugates. -/
theorem det_advanced_eq_conj {H : Matrix n n ℂ} (hH : H.IsHermitian)
    (W : Matrix n m ℂ) (E : ℝ) : (advanced H W E).det = conj (retarded H W E).det :=
  (congrArg Matrix.det (advanced_eq_conjTranspose hH W E)).trans (det_conjTranspose _)

/-- If the retarded determinant is nonzero, the determinant of the scattering matrix is the
advanced determinant divided by the retarded one, whether or not `H` is Hermitian. -/
theorem det_scattering_eq_div (H : Matrix n n ℂ) (W : Matrix n m ℂ) (E : ℝ)
    (h : (retarded H W E).det ≠ 0) :
    (scatteringMatrix H W E).det = (advanced H W E).det / (retarded H W E).det := by
  -- Sylvester's identity moves the determinant from channel space to level space.
  have hsyl : (scatteringMatrix H W E).det
      = (1 - (retarded H W E)⁻¹ * (Complex.I • (W * Wᴴ))).det := by
    have key := det_one_sub_mul_comm Wᴴ (Complex.I • ((retarded H W E)⁻¹ * W))
    simpa only [scatteringMatrix, Matrix.mul_smul, Matrix.smul_mul, Matrix.mul_assoc] using key
  -- Multiplication by the retarded matrix flips the sign of the width term.
  have hfac : retarded H W E * (1 - (retarded H W E)⁻¹ * (Complex.I • (W * Wᴴ)))
      = advanced H W E := by
    rw [mul_sub, mul_one, ← Matrix.mul_assoc, mul_nonsing_inv _ h.isUnit, Matrix.one_mul]
    unfold retarded advanced
    module
  rw [eq_div_iff h, hsyl, ← hfac, det_mul, mul_comm]

/-- For Hermitian `H`, real `E` and nonzero retarded determinant,
`det S = det (E - H - i W Wᴴ / 2) / det (E - H + i W Wᴴ / 2)`, and the numerator is the complex
conjugate of the denominator. -/
theorem det_scattering {H : Matrix n n ℂ} (hH : H.IsHermitian) (W : Matrix n m ℂ) (E : ℝ)
    (h : (retarded H W E).det ≠ 0) :
    (scatteringMatrix H W E).det = (advanced H W E).det / (retarded H W E).det ∧
      (advanced H W E).det = conj (retarded H W E).det :=
  ⟨det_scattering_eq_div H W E h, det_advanced_eq_conj hH W E⟩

/-- For Hermitian `H` and nonzero retarded determinant, the phase of `det S` is minus twice the
argument of the retarded determinant: `det S = exp (-2 i arg det (E - H + i W Wᴴ / 2))`. -/
theorem det_scattering_eq_exp {H : Matrix n n ℂ} (hH : H.IsHermitian) (W : Matrix n m ℂ)
    (E : ℝ) (h : (retarded H W E).det ≠ 0) :
    (scatteringMatrix H W E).det
      = Complex.exp (-2 * ((retarded H W E).det.arg : ℂ) * Complex.I) := by
  rw [det_scattering_eq_div H W E h, det_advanced_eq_conj hH W E, div_eq_iff h]
  generalize (retarded H W E).det = z
  -- Write both `z` and its conjugate in polar form.
  have hz := Complex.norm_mul_exp_arg_mul_I z
  have hc : conj z = (‖z‖ : ℂ) * Complex.exp (-(z.arg : ℂ) * Complex.I) := by
    conv_lhs => rw [← hz]
    rw [map_mul, Complex.conj_ofReal, ← Complex.exp_conj, map_mul, Complex.conj_ofReal,
      Complex.conj_I, mul_neg, neg_mul]
  have he : Complex.exp (-(z.arg : ℂ) * Complex.I)
      = Complex.exp (-2 * (z.arg : ℂ) * Complex.I) * Complex.exp ((z.arg : ℂ) * Complex.I) := by
    rw [← Complex.exp_add]
    congr 1
    ring
  rw [hc, he]
  linear_combination Complex.exp (-2 * (z.arg : ℂ) * Complex.I) * hz

omit [DecidableEq m] in
/-- The retarded determinant is the product of `E - z` over the eigenvalues `z` of the effective
Hamiltonian, counted with algebraic multiplicity. -/
theorem det_retarded_eq_prod (H : Matrix n n ℂ) (W : Matrix n m ℂ) (E : ℝ) :
    (retarded H W E).det
      = ((effectiveHamiltonian H W).charpoly.roots.map fun z => (E : ℂ) - z).prod := by
  have he : (retarded H W E).det = (effectiveHamiltonian H W).charpoly.eval (E : ℂ) := by
    have hs : Matrix.scalar n (E : ℂ) = (E : ℂ) • (1 : Matrix n n ℂ) := by
      ext i j
      simp [Matrix.scalar_apply, Matrix.diagonal_apply, Matrix.one_apply]
    rw [Matrix.eval_charpoly, hs]
    congr 1
    unfold retarded effectiveHamiltonian
    module
  -- Over the complex numbers the characteristic polynomial splits into linear factors.
  have hp := Polynomial.C_leadingCoeff_mul_prod_multiset_X_sub_C
    (Polynomial.splits_iff_card_roots.mp
      (IsAlgClosed.splits (effectiveHamiltonian H W).charpoly))
  rw [(Matrix.charpoly_monic _).leadingCoeff, Polynomial.C_1, one_mul] at hp
  rw [he]
  conv_lhs => rw [← hp]
  rw [Polynomial.eval_multiset_prod, Multiset.map_map]
  simp only [Function.comp_def, Polynomial.eval_sub, Polynomial.eval_X, Polynomial.eval_C]

/-- For Hermitian `H` and nonzero retarded determinant, `det S` is the product of
`(E - conj z) / (E - z)` over the eigenvalues `z` of the effective Hamiltonian, counted with
algebraic multiplicity. -/
theorem det_scattering_eq_prod {H : Matrix n n ℂ} (hH : H.IsHermitian) (W : Matrix n m ℂ)
    (E : ℝ) (h : (retarded H W E).det ≠ 0) :
    (scatteringMatrix H W E).det
      = ((effectiveHamiltonian H W).charpoly.roots.map
          fun z => ((E : ℂ) - conj z) / ((E : ℂ) - z)).prod := by
  rw [Multiset.prod_map_div, det_scattering_eq_div H W E h, det_advanced_eq_conj hH W E,
    det_retarded_eq_prod, map_multiset_prod, Multiset.map_map]
  simp only [Function.comp_def, map_sub, Complex.conj_ofReal]

/-- Breit-Wigner form for one level of energy `ε` coupled to any number of channels with
amplitudes `w c`: with `Γ = ∑ |w c|²` and `E - ε + i Γ / 2` nonzero,
`det S = (E - ε - i Γ / 2) / (E - ε + i Γ / 2)`. -/
theorem det_scattering_one_level (ε E Γ : ℝ) (w : m → ℂ) (hΓ : Γ = ∑ c, ‖w c‖ ^ 2)
    (h : (E : ℂ) - ε + Complex.I / 2 * Γ ≠ 0) :
    (scatteringMatrix (Matrix.of fun _ _ : Fin 1 => (ε : ℂ))
        (Matrix.of fun (_ : Fin 1) c => w c) E).det
      = ((E : ℂ) - ε - Complex.I / 2 * Γ) / ((E : ℂ) - ε + Complex.I / 2 * Γ) := by
  -- The only entry of `W Wᴴ` is the total width.
  have hW : ((Matrix.of fun (_ : Fin 1) c => w c) *
      (Matrix.of fun (_ : Fin 1) c => w c)ᴴ) 0 0 = (Γ : ℂ) := by
    rw [hΓ]
    simp [Matrix.mul_apply, Complex.mul_conj, Complex.normSq_eq_norm_sq]
  have hr : (retarded (Matrix.of fun _ _ : Fin 1 => (ε : ℂ))
      (Matrix.of fun (_ : Fin 1) c => w c) E).det = (E : ℂ) - ε + Complex.I / 2 * Γ := by
    rw [Matrix.det_fin_one]
    simp only [retarded, Matrix.add_apply, Matrix.sub_apply, Matrix.smul_apply,
      Matrix.one_apply_eq, Matrix.of_apply, hW, smul_eq_mul, mul_one]
  have ha : (advanced (Matrix.of fun _ _ : Fin 1 => (ε : ℂ))
      (Matrix.of fun (_ : Fin 1) c => w c) E).det = (E : ℂ) - ε - Complex.I / 2 * Γ := by
    rw [Matrix.det_fin_one]
    simp only [advanced, Matrix.sub_apply, Matrix.smul_apply,
      Matrix.one_apply_eq, Matrix.of_apply, hW, smul_eq_mul, mul_one]
  rw [det_scattering_eq_div _ _ _ (by rw [hr]; exact h), hr, ha]

end

end ScatteringDeterminant
```

```lean
#print axioms ScatteringDeterminant.det_scattering
#print axioms ScatteringDeterminant.det_scattering_eq_exp
#print axioms ScatteringDeterminant.det_scattering_eq_prod
#print axioms ScatteringDeterminant.det_scattering_one_level
```

```
'ScatteringDeterminant.det_scattering' depends on axioms: [propext, Classical.choice, Quot.sound]
'ScatteringDeterminant.det_scattering_eq_exp' depends on axioms: [propext, Classical.choice, Quot.sound]
'ScatteringDeterminant.det_scattering_eq_prod' depends on axioms: [propext, Classical.choice, Quot.sound]
'ScatteringDeterminant.det_scattering_one_level' depends on axioms: [propext, Classical.choice, Quot.sound]
```

## The steps in the code

`advanced_eq_conjTranspose` takes the adjoint term by term, and `det_advanced_eq_conj` passes to determinants.

In `det_scattering_eq_div`, `hsyl` is the Sylvester step, through `det_one_sub_mul_comm`. Then `hfac` is the multiplication by $D$: `mul_nonsing_inv` supplies $DG=1$, and `module` combines the width terms. `det_mul` finishes the ratio.

`det_scattering_eq_exp` writes $\det D$ and its conjugate in polar form. `det_retarded_eq_prod` evaluates the characteristic polynomial at $E$ and splits it into linear factors over $\mathbb C$; `det_scattering_eq_prod` conjugates that product and divides factor by factor. For one level, `hW` computes the single entry of $WW^\dagger$ as $\Gamma$, after which `hr` and `ha` evaluate the two $1\times1$ determinants.
